# The second moment of the planar dislocation-pair weight r^(−p) outside a core of positive radius is finite exactly when p > 4

A dislocation pair in the plane has a separation vector x, and pairs with |x| = r are given the weight r^(−p), where p is real and only separations longer than a core size a > 0 are counted. The theorem `secondMoment_iff` says that |x|² · |x|^(−p) is integrable over this region exactly when p > 4. The weight is taken as given and is unnormalised, so the second moment is not divided by the total weight. The proof passes to a radial integral, where the area element supplies a further factor of r and the integrand becomes r^(3−p) on r > a. It then applies the known criterion for a power to be integrable out to infinity, which requires 3 − p < −1.

An attempt in Lean 4 with a fault in it:

```lean
import Mathlib

open MeasureTheory MeasureTheory.Measure Set

namespace SecondMomentIff

noncomputable section

/-- The plane of separation vectors of a dislocation pair. -/
abbrev Plane := EuclideanSpace ℝ (Fin 2)

/-- The separation vectors longer than the core size `a`. -/
def outside (a : ℝ) : Set Plane := {x | a < ‖x‖}

/-- The region outside the core is measurable. -/
theorem measurableSet_outside (a : ℝ) : MeasurableSet (outside a) :=
  measurableSet_lt measurable_const measurable_norm

/-- In the plane the radial measure contributes one factor of `r`, also for a function
cut off at the core. -/
private theorem radial_indicator (a : ℝ) (f : ℝ → ℝ) :
    (fun y : ℝ => y ^ (Module.finrank ℝ Plane - 1) • (Ioi a).indicator f y) =
      (Ioi a).indicator (fun r => r * f r) := by
  ext y
  by_cases h : a < y <;> simp [Set.indicator, h]

/-- A radial function is integrable over the plane outside a core of radius `a ≥ 0` exactly when
`r f(r)` is integrable over `r > a`. -/
theorem integrable_radial {a : ℝ} (ha : 0 ≤ a) (f : ℝ → ℝ) :
    IntegrableOn (fun x : Plane => f ‖x‖) (outside a) ↔
      IntegrableOn (fun r => r * f r) (Ioi a) := by
  have h := integrable_fun_norm_addHaar (μ := (volume : Measure Plane))
    (f := (Ioi a).indicator f)
  rw [radial_indicator, IntegrableOn, integrable_indicator_iff (s := Ioi a) measurableSet_Ioi,
    IntegrableOn, Measure.restrict_restrict measurableSet_Ioi,
    inter_eq_left.mpr (Ioi_subset_Ioi ha)] at h
  rw [← integrable_indicator_iff (measurableSet_outside a)]
  exact h

private theorem moment_power {r : ℝ} (hr : 0 < r) (p : ℝ) :
    r * (r ^ 2 * r ^ (-p)) = r ^ (3 - p) := by
  rw [show 3 - p = ((3 : ℕ) : ℝ) + -p by push_cast; ring, Real.rpow_add hr, Real.rpow_natCast]
  ring

/-- For a core size `a > 0`, the second moment of the pair weight `r^(-p)` is integrable in the
plane exactly when `p > 4`. -/
theorem secondMoment_iff {a : ℝ} (ha : 0 < a) (p : ℝ) :
    IntegrableOn (fun x : Plane => ‖x‖ ^ 2 * ‖x‖ ^ (-p)) (outside a) ↔ 4 < p := by
  refine (integrable_radial ha.le (fun r => r ^ 2 * r ^ (-p))).trans ?_
  refine (integrableOn_congr_fun (fun r hr => moment_power (ha.trans hr) p)
    measurableSet_Ioi).trans ?_
  rw [integrableOn_Ioi_rpow_iff ha]
  constructor <;> intro h <;> linarith

end

end SecondMomentIff
```

Messages:

```
Main.lean:52:6: error: Tactic `rewrite` failed: Did not find an occurrence of the pattern
  IntegrableOn (fun x => x ^ ?m.115) (Ioi a) volume
in the target expression
  IntegrableOn (fun r => r ^ (3 - p)) (fun r => Real.lt✝ a r) volume ↔ 4 < p

a : ℝ
ha : 0 < a
p : ℝ
⊢ IntegrableOn (fun r => r ^ (3 - p)) (fun r => Real.lt✝ a r) volume ↔ 4 < p

Note: The target expression is not type-correct under the `implicit` transparency level, which may have triggered the failure. This is usually caused by unfolding of semireducible definitions in prior tactic steps. Use `set_option linter.tacticCheckInstances true` to investigate the source of the issue.
Full error:
  Application type mismatch: The argument
    fun r => Real.lt✝ a r
  has type
    ℝ → Prop
  but is expected to have type
    Set ℝ
  in the application
    @IntegrableOn ℝ ℝ Real.measureSpace.toMeasurableSpace PseudoMetricSpace.toUniformSpace.toTopologicalSpace
      SeminormedAddGroup.toContinuousENorm (fun r => r ^ (3 - p)) fun r => Real.lt✝ a r
```

After these edits no error is left:

```diff
@@ -48,5 +48,6 @@
     IntegrableOn (fun x : Plane => ‖x‖ ^ 2 * ‖x‖ ^ (-p)) (outside a) ↔ 4 < p := by
   refine (integrable_radial ha.le (fun r => r ^ 2 * r ^ (-p))).trans ?_
-  refine (integrableOn_congr_fun (fun r hr => moment_power (ha.trans hr) p)
+  refine (integrableOn_congr_fun
+    (fun r (hr : r ∈ Ioi a) => moment_power (ha.trans (mem_Ioi.1 hr)) p)
     measurableSet_Ioi).trans ?_
   rw [integrableOn_Ioi_rpow_iff ha]
```

What went wrong. The error is reported at the last `rw`, but it originates one step earlier. `integrableOn_congr_fun` holds for any set, and here Lean had to work out which set was meant while checking `ha.trans hr`. There `hr` says that `r` belongs to the unknown set, but is used as a proof of `a < r`. Lean made the two agree by unfolding the inequality and taking the set to be `fun r => Real.lt a r`.

This is `Ioi a` by definition, so `measurableSet_Ioi` was still accepted. But `rw` looks for `Ioi a` and does not unfold definitions far enough to recognise it in this function. The note about a type mismatch has the same source: a bare predicate `ℝ → Prop` stands where a `Set ℝ` is expected.

The annotation `hr : r ∈ Ioi a` cures this by fixing the set as `Ioi a` before `hr` is used. `mem_Ioi.1 hr` then turns membership into `a < r` explicitly, without relying on unfolding. The new line break is mere tidying.
